# A two-electron product state coupled to an orthogonal degenerate one has no eigenvector near it, however weak the interaction

Take one electron with three orthonormal orbitals u, v, w at energies a, a+d and a−d, where d > 0. Two electrons without interaction have energy 2a in u⊗u, and also in

s = (v⊗w + w⊗v)/√2,

where one electron has gone up by d and the other down by d. Let an interaction W exchange u⊗u and s and give zero on every state orthogonal to both. With real strength g, the Hamiltonian in the basis u⊗u, s is

| 2a  g |
| g  2a |

For every g ≠ 0 its eigenvectors are (u⊗u ± s)/√2, with energies 2a ± g. As g → 0 the energies return to 2a, but the weight of u⊗u in each eigenvector stays at 1/2.

## A relation without the coupling strength

Write ⟨x,y⟩ = Σᵢ x̄ᵢyᵢ. Let A be a Hermitian matrix with Aφ = λφ and Aχ = λχ, and let ψ satisfy (A + gW)ψ = Eψ with g ≠ 0. Then

⟨χ,Wψ⟩⟨φ,ψ⟩ = ⟨φ,Wψ⟩⟨χ,ψ⟩.

Neither g nor E appears. If the relation fails at some vector, it fails throughout a neighbourhood of that vector, and the same neighbourhood serves for all g ≠ 0.

## Negative-energy orbitals in a correlation code

The model imitates a situation in many-electron Dirac theory known as continuum dissolution, with u in the role of a bound orbital, v in that of a positive-energy continuum state and w in that of a negative-energy one. This is an analogy: Dirac orbitals are spinors, and the Pauli principle forbids two electrons in the same one, so u⊗u is not itself a state of that theory. Four-component correlation codes commonly build their many-electron states from positive-energy orbitals only. In this finite, exactly resonant model, that restriction removes w, and with it the partner v⊗w that spoils u⊗u.

## From orbital energies to an excluded ball

Let hu = au, hv = (a+d)v and hw = (a−d)w, with h Hermitian, d ≠ 0 and nonzero vectors. Set H₀ = h⊗1 + 1⊗h.

**Multiplicity.** The (i,j) component of (A⊗B)(x⊗y) is

Σₖₗ AᵢₖBⱼₗxₖyₗ = (Ax)ᵢ(By)ⱼ.

If hx = αx and hy = βy, it follows that H₀(x⊗y) = (α+β)(x⊗y). So u⊗u, v⊗w and w⊗v all have energy 2a. They are also eigenvectors of h⊗1, with the distinct eigenvalues a, a+d and a−d, and are therefore linearly independent. The level 2a is at least threefold degenerate.

**The relation.** Let ξ be φ or χ. Since A is Hermitian, ⟨ξ,Aψ⟩ = λ⟨ξ,ψ⟩, and projecting the eigenvalue equation on ξ gives

g⟨ξ,Wψ⟩ = (E−λ)⟨ξ,ψ⟩.

Multiply the equation for χ by ⟨φ,ψ⟩ and the one for φ by ⟨χ,ψ⟩. The right sides are now equal, so the left sides are too, and dividing by g gives the relation.

**Failure at u⊗u.** Put A = H₀, φ = u⊗u and χ = v⊗w. Evaluating ⟨v,hu⟩ in two ways gives a⟨v,u⟩ = (a+d)⟨v,u⟩, so ⟨v,u⟩ = 0 and

⟨v⊗w,u⊗u⟩ = ⟨v,u⟩⟨w,u⟩ = 0.

At ψ = u⊗u the right side of the relation vanishes. The left side is ⟨v⊗w,W(u⊗u)⟩‖u‖⁴, which for normalised u is just the coupling. If the coupling is nonzero, the relation fails at u⊗u. Both sides are continuous in ψ, so it fails in a whole ball around u⊗u, and no eigenvector of H₀ + gW lies there for any g ≠ 0. In particular, u⊗u itself is not an eigenvector.

## The model and its proof in Lean

```lean
import Mathlib

open Matrix
open scoped Kronecker ComplexOrder

namespace ContinuumDissolutionModel

variable {n m : Type*} [Fintype n] [DecidableEq n] [Fintype m]

/-- The product state of two electrons in the orbitals `x` and `y`. -/
def pair (x y : n → ℂ) : n × n → ℂ := fun p => x p.1 * y p.2

/-- The Hamiltonian `h ⊗ 1 + 1 ⊗ h` of two electrons that do not interact. -/
def twoBody (h : Matrix n n ℂ) : Matrix (n × n) (n × n) ℂ :=
  h ⊗ₖ (1 : Matrix n n ℂ) + (1 : Matrix n n ℂ) ⊗ₖ h

omit [DecidableEq n] in
/-- A product operator acts on each electron of a product state separately. -/
theorem kronecker_mulVec_pair (A B : Matrix n n ℂ) (x y : n → ℂ) :
    (A ⊗ₖ B) *ᵥ pair x y = pair (A *ᵥ x) (B *ᵥ y) := by
  ext ⟨i, j⟩
  simp only [Matrix.mulVec, dotProduct, pair, Matrix.kroneckerMap_apply,
    Fintype.sum_prod_type, Finset.sum_mul_sum]
  exact Finset.sum_congr rfl fun k _ => Finset.sum_congr rfl fun l _ => by ring

/-- Without interaction, the energy of a product of two eigenorbitals is the sum of the
orbital energies. -/
theorem twoBody_mulVec_pair {h : Matrix n n ℂ} {x y : n → ℂ} {α β : ℝ}
    (hx : h *ᵥ x = (α : ℂ) • x) (hy : h *ᵥ y = (β : ℂ) • y) :
    twoBody h *ᵥ pair x y = ((α + β : ℝ) : ℂ) • pair x y := by
  rw [twoBody, Matrix.add_mulVec, kronecker_mulVec_pair, kronecker_mulVec_pair,
    Matrix.one_mulVec, Matrix.one_mulVec, hx, hy]
  ext p
  simp only [pair, Pi.add_apply, Pi.smul_apply, smul_eq_mul, Complex.ofReal_add]
  ring

omit [Fintype n] [DecidableEq n] in
/-- A product of two nonzero orbitals is a nonzero two-electron state. -/
theorem pair_ne_zero {x y : n → ℂ} (hx : x ≠ 0) (hy : y ≠ 0) : pair x y ≠ 0 := by
  obtain ⟨i, hi⟩ := Function.ne_iff.1 hx
  obtain ⟨j, hj⟩ := Function.ne_iff.1 hy
  intro h
  exact mul_ne_zero hi hj (congrFun h (i, j))

/-- If `h` has levels `a`, `a + d` and `a - d` with `d ≠ 0`, the level `2a` of two
electrons without interaction is at least threefold degenerate. -/
theorem three_le_multiplicity {h : Matrix n n ℂ} {u v w : n → ℂ} {a d : ℝ} (hd : d ≠ 0)
    (hu0 : u ≠ 0) (hv0 : v ≠ 0) (hw0 : w ≠ 0) (hu : h *ᵥ u = (a : ℂ) • u)
    (hv : h *ᵥ v = ((a + d : ℝ) : ℂ) • v) (hw : h *ᵥ w = ((a - d : ℝ) : ℂ) • w) :
    3 ≤ Module.finrank ℂ
      (Module.End.eigenspace (Matrix.toLin' (twoBody h)) ((2 * a : ℝ) : ℂ)) := by
  -- the energy of the first electron tells the three product states apart
  have key : ∀ (x y : n → ℂ) (α : ℝ), h *ᵥ x = (α : ℂ) • x → x ≠ 0 → y ≠ 0 →
      Module.End.HasEigenvector (Matrix.toLin' (h ⊗ₖ (1 : Matrix n n ℂ))) (α : ℂ)
        (pair x y) := by
    intro x y α hx hx0 hy0
    refine ⟨Module.End.mem_eigenspace_iff.2 ?_, pair_ne_zero hx0 hy0⟩
    rw [Matrix.toLin'_apply, kronecker_mulVec_pair, Matrix.one_mulVec, hx]
    ext p
    simp only [pair, Pi.smul_apply, smul_eq_mul]
    ring
  have hinj : Function.Injective ![a, a + d, a - d] := by
    intro i j hij
    fin_cases i <;> fin_cases j <;>
      first
      | rfl
      | exact (hd (by simp at hij; linarith)).elim
  have hli : LinearIndependent ℂ ![pair u u, pair v w, pair w v] := by
    refine Module.End.eigenvectors_linearIndependent'
      (Matrix.toLin' (h ⊗ₖ (1 : Matrix n n ℂ)))
      (fun i => ((![a, a + d, a - d] i : ℝ) : ℂ))
      (Complex.ofReal_injective.comp hinj) _ ?_
    intro i
    fin_cases i
    exacts [key u u a hu hu0 hu0, key v w _ hv hv0 hw0, key w v _ hw hw0 hv0]
  -- all three have total energy `2a`
  have h1 := twoBody_mulVec_pair hu hu
  have h2 := twoBody_mulVec_pair hv hw
  have h3 := twoBody_mulVec_pair hw hv
  rw [show a + a = 2 * a by ring] at h1
  rw [show a + d + (a - d) = 2 * a by ring] at h2
  rw [show a - d + (a + d) = 2 * a by ring] at h3
  have hmem : ∀ i, ![pair u u, pair v w, pair w v] i ∈
      Module.End.eigenspace (Matrix.toLin' (twoBody h)) ((2 * a : ℝ) : ℂ) := by
    intro i
    rw [Module.End.mem_eigenspace_iff, Matrix.toLin'_apply]
    fin_cases i
    exacts [h1, h2, h3]
  have hli' : LinearIndependent ℂ (fun i => (⟨_, hmem i⟩ :
      Module.End.eigenspace (Matrix.toLin' (twoBody h)) ((2 * a : ℝ) : ℂ))) :=
    LinearIndependent.of_comp (Submodule.subtype _) hli
  simpa using hli'.fintype_card_le_finrank

/-- A Hermitian matrix may be moved onto its eigenvector in the left slot of an inner
product, where it gives the eigenvalue. -/
theorem star_dotProduct_eigen {A : Matrix m m ℂ} (hA : A.IsHermitian) {x : m → ℂ} {α : ℝ}
    (hx : A *ᵥ x = (α : ℂ) • x) (y : m → ℂ) :
    star x ⬝ᵥ (A *ᵥ y) = (α : ℂ) * (star x ⬝ᵥ y) := by
  have h := congrArg star hx
  rw [Matrix.star_mulVec, hA.eq, star_smul, Complex.star_def, Complex.conj_ofReal] at h
  rw [Matrix.dotProduct_mulVec, h, smul_dotProduct, smul_eq_mul]

/-- Let `φ` and `χ` be eigenvectors of a Hermitian matrix `A` with the same eigenvalue. If `ψ` is an
eigenvector of `A + gW` with `g ≠ 0`, the overlaps of `ψ` and `Wψ` with `φ` and `χ` obey a relation
in which `g` does not appear. -/
theorem coupling_free_relation {A W : Matrix m m ℂ} (hA : A.IsHermitian) {φ χ ψ : m → ℂ}
    {ε : ℝ} {g E : ℂ} (hφ : A *ᵥ φ = (ε : ℂ) • φ) (hχ : A *ᵥ χ = (ε : ℂ) • χ)
    (hg : g ≠ 0) (hψ : (A + g • W) *ᵥ ψ = E • ψ) :
    (star χ ⬝ᵥ (W *ᵥ ψ)) * (star φ ⬝ᵥ ψ) = (star φ ⬝ᵥ (W *ᵥ ψ)) * (star χ ⬝ᵥ ψ) := by
  -- project the eigenvalue equation on a vector of the degenerate level
  have key : ∀ ξ : m → ℂ, A *ᵥ ξ = (ε : ℂ) • ξ →
      g * (star ξ ⬝ᵥ (W *ᵥ ψ)) = (E - ε) * (star ξ ⬝ᵥ ψ) := by
    intro ξ hξ
    have h := congrArg (fun z => star ξ ⬝ᵥ z) hψ
    simp only [Matrix.add_mulVec, Matrix.smul_mulVec, dotProduct_add, dotProduct_smul,
      smul_eq_mul, star_dotProduct_eigen hA hξ] at h
    linear_combination h
  apply mul_left_cancel₀ hg
  linear_combination (star φ ⬝ᵥ ψ) * key χ hχ - (star χ ⬝ᵥ ψ) * key φ hφ

/-- Let `h` be Hermitian, with `u ≠ 0`, `v` and `w` satisfying its eigenvalue equation at `a`, `a +
d` and `a - d`, where `d ≠ 0`. If `W` couples `u ⊗ u` to `v ⊗ w`, some ball around `u ⊗ u` contains
no eigenvector of `h ⊗ 1 + 1 ⊗ h + gW` for any nonzero `g`, however small. -/
theorem dissolution {h : Matrix n n ℂ} (hh : h.IsHermitian)
    {W : Matrix (n × n) (n × n) ℂ} {u v w : n → ℂ} {a d : ℝ} (hd : d ≠ 0) (hu0 : u ≠ 0)
    (hu : h *ᵥ u = (a : ℂ) • u) (hv : h *ᵥ v = ((a + d : ℝ) : ℂ) • v)
    (hw : h *ᵥ w = ((a - d : ℝ) : ℂ) • w)
    (hW : star (pair v w) ⬝ᵥ (W *ᵥ pair u u) ≠ 0) :
    ∃ ε > 0, ∀ g : ℂ, g ≠ 0 → ∀ (E : ℂ) (ψ : n × n → ℂ), ‖ψ - pair u u‖ < ε →
      (twoBody h + g • W) *ᵥ ψ ≠ E • ψ := by
  have hH : (twoBody h).IsHermitian := by
    simp only [Matrix.IsHermitian, twoBody, Matrix.conjTranspose_add,
      Matrix.conjTranspose_kronecker, Matrix.conjTranspose_one, hh.eq]
  have h1 := twoBody_mulVec_pair hu hu
  have h2 := twoBody_mulVec_pair hv hw
  rw [show a + d + (a - d) = a + a by ring] at h2
  -- orbitals of different energy are orthogonal, hence so are the two product states
  have hvu : star v ⬝ᵥ u = 0 := by
    have h3 := star_dotProduct_eigen hh hv u
    rw [hu, dotProduct_smul, smul_eq_mul, Complex.ofReal_add] at h3
    have h4 : (d : ℂ) * (star v ⬝ᵥ u) = 0 := by linear_combination -h3
    exact (mul_eq_zero.1 h4).resolve_left (Complex.ofReal_ne_zero.2 hd)
  have horth : star (pair v w) ⬝ᵥ pair u u = 0 := by
    have h5 : star (pair v w) ⬝ᵥ pair u u = (star v ⬝ᵥ u) * (star w ⬝ᵥ u) := by
      simp only [dotProduct, pair, Pi.star_apply, star_mul', Fintype.sum_prod_type,
        Finset.sum_mul_sum]
      exact Finset.sum_congr rfl fun k _ => Finset.sum_congr rfl fun l _ => by ring
    rw [h5, hvu, zero_mul]
  have hnorm : star (pair u u) ⬝ᵥ pair u u ≠ 0 := fun h0 =>
    pair_ne_zero hu0 hu0 (dotProduct_star_self_eq_zero.1 h0)
  -- the relation without `g` fails at `u ⊗ u`, hence in a ball around it
  have hopen : IsOpen {ψ : n × n → ℂ |
      (star (pair v w) ⬝ᵥ (W *ᵥ ψ)) * (star (pair u u) ⬝ᵥ ψ) ≠
        (star (pair u u) ⬝ᵥ (W *ᵥ ψ)) * (star (pair v w) ⬝ᵥ ψ)} := by
    apply isOpen_ne_fun <;> simp only [dotProduct, Matrix.mulVec] <;> fun_prop
  obtain ⟨ε, hε, hball⟩ := Metric.isOpen_iff.1 hopen (pair u u) (by
    rw [Set.mem_ofPred_eq, horth, mul_zero]
    exact mul_ne_zero hW hnorm)
  refine ⟨ε, hε, fun g hg E ψ hψ heq => ?_⟩
  exact hball (by rwa [Metric.mem_ball, dist_eq_norm])
    (coupling_free_relation hH h1 h2 hg heq)

/-- Under the hypotheses of `dissolution`, `u ⊗ u` itself is not an eigenvector of `h ⊗ 1 + 1 ⊗ h +
gW` for any nonzero `g`. -/
theorem product_not_eigenvector {h : Matrix n n ℂ} (hh : h.IsHermitian)
    {W : Matrix (n × n) (n × n) ℂ} {u v w : n → ℂ} {a d : ℝ} (hd : d ≠ 0) (hu0 : u ≠ 0)
    (hu : h *ᵥ u = (a : ℂ) • u) (hv : h *ᵥ v = ((a + d : ℝ) : ℂ) • v)
    (hw : h *ᵥ w = ((a - d : ℝ) : ℂ) • w)
    (hW : star (pair v w) ⬝ᵥ (W *ᵥ pair u u) ≠ 0) {g : ℂ} (hg : g ≠ 0) (E : ℂ) :
    (twoBody h + g • W) *ᵥ pair u u ≠ E • pair u u := by
  obtain ⟨ε, hε, hball⟩ := dissolution hh hd hu0 hu hv hw hW
  exact hball g hg E _ (by simpa using hε)

/-- A one-electron Hamiltonian with the three levels `a`, `a + d` and `a - d`. -/
def threeLevel (a d : ℝ) : Matrix (Fin 3) (Fin 3) ℂ :=
  !![(a : ℂ), 0, 0; 0, ((a + d : ℝ) : ℂ), 0; 0, 0, ((a - d : ℝ) : ℂ)]

/-- The three-level Hamiltonian, its basis orbitals and the interaction with all entries
one meet the conditions on `h`, `u`, `v`, `w` and `W`. -/
theorem dissolution_witness (a d : ℝ) :
    (threeLevel a d).IsHermitian ∧ (![1, 0, 0] : Fin 3 → ℂ) ≠ 0 ∧
    threeLevel a d *ᵥ ![1, 0, 0] = (a : ℂ) • ![1, 0, 0] ∧
    threeLevel a d *ᵥ ![0, 1, 0] = ((a + d : ℝ) : ℂ) • ![0, 1, 0] ∧
    threeLevel a d *ᵥ ![0, 0, 1] = ((a - d : ℝ) : ℂ) • ![0, 0, 1] ∧
    star (pair ![0, 1, 0] ![0, 0, 1]) ⬝ᵥ
      ((Matrix.of fun _ _ => 1 : Matrix (Fin 3 × Fin 3) (Fin 3 × Fin 3) ℂ) *ᵥ
        pair ![1, 0, 0] ![1, 0, 0]) ≠ 0 := by
  refine ⟨Matrix.IsHermitian.ext fun i j => ?_, fun h => ?_, ?_, ?_, ?_, ?_⟩
  · fin_cases i <;> fin_cases j <;> simp [threeLevel]
  · simpa using congrFun h 0
  · ext i
    fin_cases i <;> simp [threeLevel, Matrix.mulVec, dotProduct, Fin.sum_univ_succ]
  · ext i
    fin_cases i <;> simp [threeLevel, Matrix.mulVec, dotProduct, Fin.sum_univ_succ]
  · ext i
    fin_cases i <;> simp [threeLevel, Matrix.mulVec, dotProduct, Fin.sum_univ_succ]
  · simp [pair, Matrix.mulVec, dotProduct, Fintype.sum_prod_type, Fin.sum_univ_succ]

end ContinuumDissolutionModel
```

```lean
#print axioms ContinuumDissolutionModel.three_le_multiplicity
#print axioms ContinuumDissolutionModel.star_dotProduct_eigen
#print axioms ContinuumDissolutionModel.product_not_eigenvector
```

```
'ContinuumDissolutionModel.three_le_multiplicity' depends on axioms: [propext, Classical.choice, Quot.sound]
'ContinuumDissolutionModel.star_dotProduct_eigen' depends on axioms: [propext, Classical.choice, Quot.sound]
'ContinuumDissolutionModel.product_not_eigenvector' depends on axioms: [propext, Classical.choice, Quot.sound]
```

The finite type `n` labels orthonormal one-electron basis functions, `pair x y` is x⊗y, and `twoBody h` is H₀. The expression `star x ⬝ᵥ y` is ⟨x,y⟩.

`three_le_multiplicity` bounds the dimension of the eigenspace at 2a from below. Its local `key` supplies the eigenvectors of h⊗1, and Mathlib's theorem on distinct eigenvalues makes them independent.

`star_dotProduct_eigen` moves the Hermitian matrix onto its eigenvector. In `coupling_free_relation`, where λ is written `ε`, `key` is the projected equation and the final `linear_combination` is the elimination of E.

In `dissolution`, `ε` is the radius of the ball. There `horth` and `hnorm` evaluate the relation at u⊗u, and `hopen` supplies the continuity argument. `product_not_eigenvector` takes the centre of the ball. `dissolution_witness` gives a three-level example in which every entry of W is one; it meets the conditions of `dissolution` whenever d ≠ 0.

## Finite matrices, exact resonance, no antisymmetry

The radius depends on h, W and the orbitals but not on g, and the theorem gives no value for it. Distance is measured by the largest component of the difference. For normalised u and ψ, adjusting the phase of ψ turns the result into an overlap bound, |⟨u⊗u,ψ⟩| ≤ 1 − ε²/2. The coupling g may be complex and W need not be Hermitian, so real g with Hermitian W is included.

Exact resonance is essential. In the opening example, shift the energy of w by δ ≠ 0. The matrix becomes

| 2a   g  |
| g  2a+δ |

and for small g one eigenvector is close to u⊗u − (g/δ)s, which tends to u⊗u as g → 0. No single ball then works for all g. A finite basis will usually have such a detuning. In this two-state matrix the mixing is then strong only where |δ| is not large compared with |g|.

Continuum dissolution proper concerns a bound state embedded in a continuum. Here all levels are discrete, and nothing is shown about scattering states, decay or the loss of normalisable solutions.

The two-electron space is the full product space, without antisymmetry. If `n` labels spatial orbitals, u⊗u can be the spatial part of a spin singlet; if it labels spinors, the Pauli principle excludes u⊗u. `coupling_free_relation` holds for any finite Hermitian matrix, including one written in a basis of determinants, but `dissolution` is stated for product states only.
